# The large-energy limit of the trace difference between two finite Green matrices

To find how an impurity changes the number of states below a given energy, one can integrate the difference of two Green-function traces along a contour in the complex energy plane and drop the large arc that closes it. For finite matrices $H_0$ and $V$ this step is justified by

$$z^2\left[\operatorname{tr}(z-H_0-V)^{-1}-\operatorname{tr}(z-H_0)^{-1}\right]\to\operatorname{tr}V\qquad(|z|\to\infty).$$

The difference is at most of order $1/|z|^2$ and the arc length of order $|z|$, so the arc contributes nothing in the limit. Neither matrix need be Hermitian.

## Derivation from the equation of motion

Let $H$ be an $N\times N$ complex matrix and $G(z)=(z-H)^{-1}$. For $z\neq0$ put $w=1/z$, so that $z-H=z(1-wH)$. As $w\to0$, $\det(1-wH)\to1$, so $z-H$ is invertible for all large $|z|$. Cramer's rule then gives

$$G(z)=w\,\frac{\operatorname{adj}(1-wH)}{\det(1-wH)}\to0.$$

From $(z-H)G=1$ follows $G=z^{-1}(1+HG)$. Inserting this equation into its own right-hand side repeatedly gives, for every $k\ge0$,

$$G=\sum_{j=0}^{k-1}\frac{H^j}{z^{j+1}}+\frac{H^kG}{z^k}.$$

Take the trace of the expansion with $k+1$ terms, move the first $k$ to the left and multiply by $z^{k+1}$:

$$z^{k+1}\Big[\operatorname{tr}G-\sum_{j=0}^{k-1}\frac{\operatorname{tr}H^j}{z^{j+1}}\Big]=\operatorname{tr}H^k+\operatorname{tr}(H^{k+1}G)\to\operatorname{tr}H^k.$$

For $k=1$ the subtracted term is $N/z$, the same for $H=H_0+V$ and $H=H_0$. It cancels in the difference, which leaves the limit $\operatorname{tr}(H_0+V)-\operatorname{tr}H_0=\operatorname{tr}V$. For $k=2$ the limit is $\operatorname{tr}(H_0+V)^2-\operatorname{tr}H_0^2=2\operatorname{tr}(H_0V)+\operatorname{tr}V^2$, by cyclicity of the trace.

If $H$ is Hermitian with eigenvalues $\varepsilon_i$, then in its eigenbasis $\operatorname{tr}G=\sum_i1/(z-\varepsilon_i)$. The total weight of the density of states is $\sum_i1=N$, and its first moment is $\sum_i\varepsilon_i=\operatorname{tr}H$. When $H_0$ and $H_0+V$ are both Hermitian, the difference of their densities of states, the induced density of states, therefore has total weight zero and first moment $\operatorname{tr}V$.

## Green matrices and the density of states in Lean

The finite type `n` labels the basis states. When the entries of `H` are the matrix elements of the Hamiltonian between basis states, `z` multiplies their overlap matrix, which is the unit matrix for an orthonormal basis. For an invertible overlap matrix $S$ the Green matrix is $(zS-H)^{-1}=(z-S^{-1}H)^{-1}S^{-1}$. States are then counted by $\operatorname{tr}[(zS-H)^{-1}S]=\operatorname{tr}(z-S^{-1}H)^{-1}$, which is the trace of the matrix defined below with $S^{-1}H$ in place of $H$.

```lean
import Mathlib

open Filter Topology Matrix Bornology

namespace InducedDensityOfStates

noncomputable section

variable {n : Type*} [Fintype n] [DecidableEq n]

/-- The Green matrix `(z - H)⁻¹` of a Hamiltonian matrix `H`, meant for `z` that is
not an eigenvalue of `H`. -/
def green (H : Matrix n n ℂ) (z : ℂ) : Matrix n n ℂ :=
  (z • (1 : Matrix n n ℂ) - H)⁻¹
```

Lean's matrix inverse is zero where $z-H$ is singular, but the limits below only involve large $|z|$, where it is invertible.

```lean
/-- The change of the trace of the Green matrix when `V` is added to `H0`, meant for `z`
that is an eigenvalue of neither `H0 + V` nor `H0`. -/
def inducedTrace (H0 V : Matrix n n ℂ) (z : ℂ) : ℂ :=
  trace (green (H0 + V) z) - trace (green H0 z)
```

The density of states is represented by its action on a function of energy, $f\mapsto\sum_if(\varepsilon_i)$.

```lean
/-- The density of states of a Hermitian matrix, as a functional: it sums a function of
the energy over all eigenvalues, counted with multiplicity. -/
def dos {H : Matrix n n ℂ} (hH : H.IsHermitian) (f : ℝ → ℂ) : ℂ :=
  ∑ i, f (hH.eigenvalues i)
```

It could instead have been modelled as a measure, a sum of point masses at the eigenvalues. The moments would then be integrals with the same values.

## Invertibility and decay at large energy

The filter `cobounded ℂ` expresses $|z|\to\infty$ in all directions, the real axis included. The proof takes the nonvanishing determinant near $w=0$ and carries it to large $z$ through $w=1/z$.

```lean
/-- For all sufficiently large `|z|`, `z` is nonzero and `z - H` is invertible. -/
theorem eventually_invertible (H : Matrix n n ℂ) :
    ∀ᶠ z in cobounded ℂ, z ≠ 0 ∧ IsUnit (z • (1 : Matrix n n ℂ) - H).det := by
  have hc : Continuous fun w : ℂ => ((1 : Matrix n n ℂ) - w • H).det :=
    (continuous_const.sub (continuous_id.smul continuous_const)).matrix_det
  have h1 : ∀ᶠ w in 𝓝 (0 : ℂ), ((1 : Matrix n n ℂ) - w • H).det ≠ 0 :=
    hc.continuousAt.eventually_ne (by simp)
  filter_upwards [tendsto_inv₀_cobounded.eventually h1, eventually_ne_cobounded (0 : ℂ)]
    with z hz h0
  -- factor out `z`
  have e : z • (1 : Matrix n n ℂ) - H = z • (1 - z⁻¹ • H) := by
    rw [smul_sub, smul_smul, mul_inv_cancel₀ h0, one_smul]
  refine ⟨h0, ?_⟩
  rw [e, Matrix.det_smul]
  exact isUnit_iff_ne_zero.mpr (mul_ne_zero (pow_ne_zero _ h0) hz)
```

Here `F` is the Cramer expression in $w$. It is continuous at zero, and `congr'` replaces it by the Green matrix where the two agree.

```lean
/-- The Green matrix vanishes as `|z|` tends to infinity. -/
theorem tendsto_green (H : Matrix n n ℂ) :
    Tendsto (green H) (cobounded ℂ) (𝓝 0) := by
  let M : ℂ → Matrix n n ℂ := fun w => 1 - w • H
  let F : ℂ → Matrix n n ℂ := fun w => w • ((M w).det⁻¹ • (M w).adjugate)
  have hM : Continuous M := continuous_const.sub (continuous_id.smul continuous_const)
  have hF : ContinuousAt F 0 :=
    continuousAt_id.smul ((hM.matrix_det.continuousAt.inv₀ (by simp [M])).smul
      hM.matrix_adjugate.continuousAt)
  have hF0 : F 0 = 0 := by simp [F]
  rw [ContinuousAt, hF0] at hF
  refine (hF.comp tendsto_inv₀_cobounded).congr' ?_
  filter_upwards [eventually_invertible H] with z hz
  obtain ⟨h0, hu⟩ := hz
  have e : z • (1 : Matrix n n ℂ) - H = z • M z⁻¹ := by
    simp only [M]
    rw [smul_sub, smul_smul, mul_inv_cancel₀ h0, one_smul]
  rw [e, Matrix.det_smul] at hu
  have hd : (M z⁻¹).det ≠ 0 := right_ne_zero_of_mul hu.ne_zero
  -- Cramer's rule for the inverse
  symm
  apply Matrix.inv_eq_right_inv
  change (z • (1 : Matrix n n ℂ) - H) * (z⁻¹ • ((M z⁻¹).det⁻¹ • (M z⁻¹).adjugate)) = 1
  rw [e, smul_mul_assoc, mul_smul_comm, smul_smul, mul_inv_cancel₀ h0, one_smul,
    mul_smul_comm, Matrix.mul_adjugate, smul_smul, inv_mul_cancel₀ hd, one_smul]
```

## The moment expansion and its trace

Induction on `k` performs the repeated insertion; `hG` is the equation of motion in the form $G=z^{-1}(1+HG)$.

```lean
/-- Moment expansion of the Green matrix in powers of `1/z` with its exact remainder, for
nonzero `z` at which `z - H` is invertible. -/
theorem green_expansion {H : Matrix n n ℂ} {z : ℂ} (h0 : z ≠ 0)
    (hu : IsUnit (z • (1 : Matrix n n ℂ) - H).det) (k : ℕ) :
    green H z = ∑ j ∈ Finset.range k, z⁻¹ ^ (j + 1) • H ^ j
      + z⁻¹ ^ k • (H ^ k * green H z) := by
  -- the equation of motion `z G = 1 + H G`
  have hm : (z • (1 : Matrix n n ℂ) - H) * green H z = 1 := Matrix.mul_nonsing_inv _ hu
  rw [sub_mul, smul_mul_assoc, one_mul, sub_eq_iff_eq_add] at hm
  have hG : green H z = z⁻¹ • (1 + H * green H z) := by
    rw [← hm, smul_smul, inv_mul_cancel₀ h0, one_smul]
  induction k with
  | zero => simp
  | succ k ih =>
    have step : H ^ k * green H z = z⁻¹ • (H ^ k + H ^ (k + 1) * green H z) := by
      calc H ^ k * green H z = H ^ k * (z⁻¹ • (1 + H * green H z)) := by rw [← hG]
        _ = _ := by rw [mul_smul_comm, mul_add, mul_one, ← mul_assoc, ← pow_succ]
    rw [Finset.sum_range_succ]
    calc green H z = _ := ih
      _ = _ := by rw [step, smul_smul, ← pow_succ, smul_add, add_assoc]
```

The remainder tends to zero by `tendsto_green`, and `linear_combination` rearranges the traced expansion.

```lean
/-- Once the first `k` terms of its expansion in `1/z` are subtracted, the trace of the
Green matrix times `z ^ (k + 1)` tends to the `k`-th moment `trace (H ^ k)`. -/
theorem tendsto_trace_green (H : Matrix n n ℂ) (k : ℕ) :
    Tendsto (fun z => z ^ (k + 1) *
        (trace (green H z) - ∑ j ∈ Finset.range k, trace (H ^ j) / z ^ (j + 1)))
      (cobounded ℂ) (𝓝 (trace (H ^ k))) := by
  have hc : Continuous fun G : Matrix n n ℂ => trace (H ^ k) + trace (H ^ (k + 1) * G) :=
    continuous_const.add (continuous_const.matrix_mul continuous_id).matrix_trace
  have h := (hc.tendsto 0).comp (tendsto_green H)
  simp only [mul_zero, trace_zero, add_zero] at h
  refine h.congr' ?_
  filter_upwards [eventually_invertible H] with z hz
  obtain ⟨h0, hu⟩ := hz
  have e := congrArg trace (green_expansion h0 hu (k + 1))
  rw [Finset.sum_range_succ] at e
  simp only [trace_add, trace_smul, trace_sum, smul_eq_mul] at e
  have s : ∑ j ∈ Finset.range k, trace (H ^ j) / z ^ (j + 1)
      = ∑ j ∈ Finset.range k, z⁻¹ ^ (j + 1) * trace (H ^ j) :=
    Finset.sum_congr rfl fun j _ => by rw [inv_pow, div_eq_mul_inv, mul_comm]
  have p : z ^ (k + 1) * z⁻¹ ^ (k + 1) = 1 := by
    rw [← mul_pow, mul_inv_cancel₀ h0, one_pow]
  change trace (H ^ k) + trace (H ^ (k + 1) * green H z) = _
  rw [s]
  linear_combination (-(z ^ (k + 1))) * e
    - (trace (H ^ k) + trace (H ^ (k + 1) * green H z)) * p
```

Subtracting the limits for the two Hamiltonians gives every order of the induced trace.

```lean
/-- The coefficients of the induced trace in powers of `1/z` are, to every order, the
differences of the moments of `H0 + V` and `H0`. -/
theorem tendsto_inducedTrace (H0 V : Matrix n n ℂ) (k : ℕ) :
    Tendsto (fun z => z ^ (k + 1) * (inducedTrace H0 V z -
        ∑ j ∈ Finset.range k, (trace ((H0 + V) ^ j) - trace (H0 ^ j)) / z ^ (j + 1)))
      (cobounded ℂ) (𝓝 (trace ((H0 + V) ^ k) - trace (H0 ^ k))) := by
  refine ((tendsto_trace_green (H0 + V) k).sub (tendsto_trace_green H0 k)).congr fun z => ?_
  simp only [inducedTrace, sub_div, Finset.sum_sub_distrib]
  ring
```

## The limit $\operatorname{tr}V$ and the next correction

The main theorem takes arbitrary `H0` and `V` and has no further hypothesis. It is the case `k = 1`, in which `simpa` removes the cancelling $N/z$ terms.

```lean
/-- As `|z|` tends to infinity, `z²` times the change of the trace of the Green matrix
tends to the trace of the perturbation. -/
theorem tendsto_sq_mul_trace_sub (H0 V : Matrix n n ℂ) :
    Tendsto (fun z : ℂ => z ^ 2 * (trace (z • (1 : Matrix n n ℂ) - H0 - V)⁻¹
        - trace (z • (1 : Matrix n n ℂ) - H0)⁻¹))
      (cobounded ℂ) (𝓝 (trace V)) := by
  have h := tendsto_inducedTrace H0 V 1
  simpa [inducedTrace, green, sub_sub, trace_add] using h
```

For `k = 2`, `trace_mul_comm` combines the two mixed products.

```lean
/-- The next correction: after `trace V / z²` is subtracted, `z³` times the induced trace
tends to `2 trace (H0 V) + trace (V²)`. -/
theorem tendsto_second_moment (H0 V : Matrix n n ℂ) :
    Tendsto (fun z => z ^ 3 * (inducedTrace H0 V z - trace V / z ^ 2))
      (cobounded ℂ) (𝓝 (2 * trace (H0 * V) + trace (V ^ 2))) := by
  have h := tendsto_inducedTrace H0 V 2
  have e : trace ((H0 + V) ^ 2) - trace (H0 ^ 2) = 2 * trace (H0 * V) + trace (V ^ 2) := by
    rw [show (H0 + V) ^ 2 = H0 ^ 2 + H0 * V + V * H0 + V ^ 2 by noncomm_ring]
    simp only [trace_add]
    rw [trace_mul_comm V H0]
    ring
  rw [e] at h
  simpa [Finset.sum_range_succ, trace_add] using h
```

## Weight and first moment for Hermitian matrices

The spectral theorem supplies `U` and the diagonal matrix `D`. The proof checks that `U * R * star U` inverts $z-H$, then takes its trace.

```lean
/-- For a Hermitian matrix and `z` different from all eigenvalues, the trace of the Green
matrix is the density of states applied to `1 / (z - E)`. -/
theorem trace_green_eq_dos {H : Matrix n n ℂ} (hH : H.IsHermitian) {z : ℂ}
    (hz : ∀ i, z ≠ (hH.eigenvalues i : ℂ)) :
    trace (green H z) = dos hH (fun E => (z - (E : ℂ))⁻¹) := by
  let U : Matrix n n ℂ := hH.eigenvectorUnitary
  let D : Matrix n n ℂ := diagonal fun i => (hH.eigenvalues i : ℂ)
  let R : Matrix n n ℂ := diagonal fun i => (z - (hH.eigenvalues i : ℂ))⁻¹
  have hUU : U * star U = 1 := Matrix.mem_unitaryGroup_iff.mp hH.eigenvectorUnitary.2
  have hUU' : star U * U = 1 := Matrix.mem_unitaryGroup_iff'.mp hH.eigenvectorUnitary.2
  have hs : H = U * D * star U := by
    have h := hH.spectral_theorem
    rw [Unitary.conjStarAlgAut_apply] at h
    exact h
  have hDR : (z • (1 : Matrix n n ℂ) - D) * R = 1 := by
    simp only [D, R]
    rw [smul_one_eq_diagonal, diagonal_sub, diagonal_mul_diagonal, ← diagonal_one]
    congr 1
    funext i
    exact mul_inv_cancel₀ (sub_ne_zero.mpr (hz i))
  have hA : z • (1 : Matrix n n ℂ) - H = U * (z • (1 : Matrix n n ℂ) - D) * star U := by
    rw [mul_sub, sub_mul, mul_smul_comm, mul_one, smul_mul_assoc, hUU, ← hs]
  -- the Green matrix is diagonal in the eigenbasis
  have hG : green H z = U * R * star U := by
    apply Matrix.inv_eq_right_inv
    rw [hA]
    calc U * (z • (1 : Matrix n n ℂ) - D) * star U * (U * R * star U)
        = U * (z • (1 : Matrix n n ℂ) - D) * (star U * U) * R * star U := by
          simp only [mul_assoc]
      _ = U * ((z • (1 : Matrix n n ℂ) - D) * R) * star U := by
          rw [hUU', mul_one, mul_assoc U]
      _ = 1 := by rw [hDR, mul_one, hUU]
  rw [hG, trace_mul_comm, ← mul_assoc, hUU', one_mul]
  exact trace_diagonal _
```

The last theorem assumes that `H0` and `H0 + V` are Hermitian, hence `V` is too. It follows directly from the eigenvalue sums, without the large-$z$ limit. The zero weight refers to all energies: the number of states below a fixed Fermi level can still change.

```lean
/-- For Hermitian `H0` and `H0 + V`, the induced density of states has zero total weight
and first moment `trace V`. -/
theorem induced_dos_moments {H0 V : Matrix n n ℂ} (h0 : H0.IsHermitian)
    (h : (H0 + V).IsHermitian) :
    dos h (fun _ => 1) - dos h0 (fun _ => 1) = 0 ∧
      dos h (fun E => (E : ℂ)) - dos h0 (fun E => (E : ℂ)) = trace V := by
  refine ⟨by simp [dos], ?_⟩
  have a : dos h (fun E => (E : ℂ)) = trace (H0 + V) := h.trace_eq_sum_eigenvalues.symm
  have b : dos h0 (fun E => (E : ℂ)) = trace H0 := h0.trace_eq_sum_eigenvalues.symm
  rw [a, b, trace_add]
  ring

end

end InducedDensityOfStates
```

```lean
#print axioms InducedDensityOfStates.tendsto_sq_mul_trace_sub
#print axioms InducedDensityOfStates.tendsto_second_moment
#print axioms InducedDensityOfStates.trace_green_eq_dos
#print axioms InducedDensityOfStates.induced_dos_moments
```

```
'InducedDensityOfStates.tendsto_sq_mul_trace_sub' depends on axioms: [propext, Classical.choice, Quot.sound]
'InducedDensityOfStates.tendsto_second_moment' depends on axioms: [propext, Classical.choice, Quot.sound]
'InducedDensityOfStates.trace_green_eq_dos' depends on axioms: [propext, Classical.choice, Quot.sound]
'InducedDensityOfStates.induced_dos_moments' depends on axioms: [propext, Classical.choice, Quot.sound]
```
